# Poisson–Boltzmann pressure between plates: uniform across the gap, with its sign limited by a zero of field or potential

Two charged plates face each other across a symmetric electrolyte. If the reduced potential $\phi$ satisfies $\phi''=k^2\sinh\phi$ throughout the gap $[a,b]$, with $k>0$, then the reduced excess pressure

$$P=\cosh\phi-1-\frac{\phi'^2}{2k^2}$$

has the same value at every point of the gap. If $\phi'$ vanishes somewhere in the gap, $P\ge 0$; if $\phi$ vanishes somewhere, $P\le 0$. With the same salt reservoir acting on the outer faces of the plates, positive $P$ pushes them apart and negative $P$ pushes them together.

Three kinds of plate data give strict signs:

- Surface charges of like sign, equal or not, with no field behind the plates, give $P>0$.
- Equal nonzero potentials on two separated plates give $P>0$.
- Potentials of opposite sign give $P<0$.

Here $\phi=ze\psi/k_BT$, where $\psi$ is the electrostatic potential relative to that of the salt reservoir in equilibrium with the gap, $z$ the ion valence, $e$ the elementary charge, $k_B$ Boltzmann's constant and $T$ the temperature. The constant $k$ is the inverse Debye length, usually written $\kappa$. It stands for screening by the salt: $k^2=2n_0z^2e^2/(\varepsilon k_BT)$, with $n_0$ the number density of each ion species in the reservoir and $\varepsilon$ the permittivity. The physical excess pressure is $2n_0k_BT\,P$.

## Pressure from a single point of the gap

Because $P$ is uniform, a code can evaluate it wherever that is easiest. Between identical plates the field vanishes at the midplane, so the midplane potential $\phi_m$ gives $P=\cosh\phi_m-1$ with no derivative to compute. For a 1:1 salt at 100 mol/m³ and 298 K, $2n_0k_BT$ is about 0.50 MPa, and $\phi_m=1$ then gives a repulsion of about 0.27 MPa. Between antisymmetric plates the potential vanishes at the midplane, and $P=-\phi_m'^2/(2k^2)$, where $\phi_m'$ is the slope there.

The same identity turns the second-order equation into a quadrature. For identical plates at potential $\phi_s>\phi_m>0$, the separation follows from

$$\frac{b-a}{2}=\int_{\phi_m}^{\phi_s}\frac{d\phi}{k\sqrt{2(\cosh\phi-\cosh\phi_m)}} .$$

A code can choose $\phi_m$, compute the separation, and so tabulate pressure against distance.

Some electronic-structure calculations surround slabs with a continuum electrolyte. If that electrolyte is modelled by the nonlinear Poisson–Boltzmann equation for point ions of equal and opposite valence, the identity applies in the part of the gap between two slabs where the ions are not excluded, the permittivity is uniform, the electron density is negligible and the potential varies only along the surface normal. Linearised or finite-ion-size models have a different pressure formula.

## Constancy, then the signs

Differentiate $P$ and insert the equation for $\phi''$:

$$P'=\sinh\phi\,\phi'-\frac{2\phi'\phi''}{2k^2}=\sinh\phi\,\phi'-\phi'\sinh\phi=0 .$$

So $P$ is constant. At a point $z$ of the gap (from here on $z$ is a position) with $\phi'(z)=0$, it equals $\cosh\phi(z)-1\ge0$. At a point with $\phi(z)=0$, it equals $-\phi'(z)^2/(2k^2)\le0$.

The strict signs require that $\phi$ and $\phi'$ do not vanish at the same point, unless the whole gap is field-free. Suppose $\phi(z)=\phi'(z)=0$. Then $P=0$ everywhere, so $\phi'^2=2k^2(\cosh\phi-1)$. Since

$$\sinh^2\phi-2(\cosh\phi-1)=(\cosh\phi-1)^2\ge0,$$

it follows that $|\phi'|\le k|\sinh\phi|$. Define

$$v=\frac{\cosh\phi-1}{\cosh\phi+1}=\frac{\sinh^2\phi}{(\cosh\phi+1)^2},\qquad v'=\frac{2\sinh\phi\,\phi'}{(\cosh\phi+1)^2}.$$

The bound on $\phi'$ gives $|v'|\le 2kv$. Hence $v(x)e^{-2kx}$ is nonincreasing and $v(x)e^{2kx}$ is nondecreasing. Both products are zero at $z$. The first gives $v\le0$ to the right of $z$, and the second gives $v\le0$ to the left. But $v\ge0$ by definition, so $v=0$ throughout. Therefore $\phi=0$ throughout, and $\phi'^2=2k^2(\cosh\phi-1)$ gives $\phi'=0$ as well.

The plate data now supply the required point:

- **Like charges.** With no field behind the plates, Gauss's law makes the surface charges proportional to $-\phi'(a)$ and $+\phi'(b)$. Like signs therefore mean $\phi'(a)\phi'(b)<0$, and the intermediate value theorem gives $\phi'(z)=0$. If $\phi(z)$ were also zero, the field would vanish at both plates, a contradiction. So $P=\cosh\phi(z)-1>0$.
- **Equal nonzero potentials.** Rolle's theorem gives $\phi'(z)=0$. If $\phi(z)$ were zero, the plate potentials would be zero too. Again $P>0$.
- **Opposite potentials.** The intermediate value theorem gives $\phi(z)=0$. If $\phi'(z)$ were zero, the plate potentials would vanish. So $P=-\phi'(z)^2/(2k^2)<0$.

## The Lean source

```lean
import Mathlib

open Set

namespace PoissonBoltzmannPlates

/-- The potential `φ`, with slope `dφ`, solves the Poisson-Boltzmann equation
`φ'' = k² sinh φ` in the gap between plates at `a` and `b`; derivatives at the plates are
one-sided. -/
structure IsSolution (k a b : ℝ) (φ dφ : ℝ → ℝ) : Prop where
  slope : ∀ x ∈ Icc a b, HasDerivWithinAt φ (dφ x) (Icc a b) x
  poisson : ∀ x ∈ Icc a b, HasDerivWithinAt dφ (k ^ 2 * Real.sinh (φ x)) (Icc a b) x

/-- The reduced excess pressure at `x`, for `k ≠ 0`: the osmotic term `cosh φ - 1` minus the
field term `φ'² / (2k²)`. -/
noncomputable def excessPressure (k : ℝ) (φ dφ : ℝ → ℝ) (x : ℝ) : ℝ :=
  Real.cosh (φ x) - 1 - dφ x ^ 2 / (2 * k ^ 2)

variable {k a b : ℝ} {φ dφ : ℝ → ℝ}

/-- For `k > 0` the excess pressure of a Poisson-Boltzmann solution has zero derivative
throughout the gap. -/
theorem hasDerivWithinAt_excessPressure (hk : 0 < k) (h : IsSolution k a b φ dφ)
    {x : ℝ} (hx : x ∈ Icc a b) :
    HasDerivWithinAt (excessPressure k φ dφ) 0 (Icc a b) x := by
  have h1 := (h.slope x hx).cosh
  have h2 : HasDerivWithinAt (fun y => dφ y ^ 2)
      (2 * dφ x * (k ^ 2 * Real.sinh (φ x))) (Icc a b) x := by
    simpa using (h.poisson x hx).fun_pow 2
  -- the osmotic and field contributions cancel
  have h3 : 2 * dφ x * (k ^ 2 * Real.sinh (φ x)) / (2 * k ^ 2)
      = Real.sinh (φ x) * dφ x := by
    rw [div_eq_iff (by positivity)]
    ring
  exact ((h1.sub_const 1).fun_sub (h2.div_const (2 * k ^ 2))).congr_deriv
    (by rw [h3, sub_self])

/-- For `k > 0` the excess pressure of a Poisson-Boltzmann solution takes the same value at any two
points of the gap. -/
theorem excessPressure_const (hk : 0 < k) (h : IsSolution k a b φ dφ)
    {x y : ℝ} (hx : x ∈ Icc a b) (hy : y ∈ Icc a b) :
    excessPressure k φ dφ x = excessPressure k φ dφ y := by
  have key := (convex_Icc a b).norm_image_sub_le_of_norm_hasDerivWithin_le
    (f := excessPressure k φ dφ) (f' := fun _ => 0) (C := 0)
    (fun z hz => hasDerivWithinAt_excessPressure hk h hz) (fun z _ => by simp) hy hx
  rw [zero_mul] at key
  exact sub_eq_zero.1 (norm_le_zero_iff.1 key)

/-- For `k > 0` the excess pressure of a Poisson-Boltzmann solution is nonnegative throughout the
gap if the field vanishes somewhere in it, and nonpositive throughout if the potential vanishes
somewhere in it. -/
theorem excessPressure_sign (hk : 0 < k) (h : IsSolution k a b φ dφ)
    {x : ℝ} (hx : x ∈ Icc a b) :
    ((∃ z ∈ Icc a b, dφ z = 0) → 0 ≤ excessPressure k φ dφ x) ∧
    ((∃ z ∈ Icc a b, φ z = 0) → excessPressure k φ dφ x ≤ 0) := by
  constructor
  · rintro ⟨z, hz, h0⟩
    have hc := Real.one_le_cosh (φ z)
    rw [excessPressure_const hk h hx hz, excessPressure, h0]
    norm_num
  · rintro ⟨z, hz, h0⟩
    have hp : 0 ≤ dφ z ^ 2 / (2 * k ^ 2) := by positivity
    rw [excessPressure_const hk h hx hz, excessPressure, h0, Real.cosh_zero]
    linarith

/-- If `f' + c f` is nonnegative on an interval, then `f(x) exp(c x)` is nondecreasing there. -/
theorem monotoneOn_mul_exp {c : ℝ} {f f' : ℝ → ℝ}
    (hf : ∀ x ∈ Icc a b, HasDerivWithinAt f (f' x) (Icc a b) x)
    (h0 : ∀ x ∈ Icc a b, 0 ≤ f' x + c * f x) :
    MonotoneOn (fun x => f x * Real.exp (c * x)) (Icc a b) := by
  have hd : ∀ x ∈ Icc a b, HasDerivWithinAt (fun x => f x * Real.exp (c * x))
      ((f' x + c * f x) * Real.exp (c * x)) (Icc a b) x := by
    intro x hx
    have he : HasDerivAt (fun y => Real.exp (c * y)) (Real.exp (c * x) * c) x := by
      simpa using ((hasDerivAt_id x).const_mul c).exp
    exact ((hf x hx).fun_mul he.hasDerivWithinAt).congr_deriv (by ring)
  exact monotoneOn_of_hasDerivWithinAt_nonneg (convex_Icc a b)
    (fun x hx => (hd x hx).continuousWithinAt)
    (fun x hx => (hd x (interior_subset hx)).mono interior_subset)
    (fun x hx => mul_nonneg (h0 x (interior_subset hx)) (Real.exp_pos _).le)

/-- For `k > 0`, if the potential and field of a Poisson-Boltzmann solution vanish together at one
point of the gap, then both vanish throughout the gap. -/
theorem trivial_of_common_zero (hk : 0 < k) (h : IsSolution k a b φ dφ)
    {z : ℝ} (hz : z ∈ Icc a b) (h0 : φ z = 0) (h1 : dφ z = 0)
    {y : ℝ} (hy : y ∈ Icc a b) : φ y = 0 ∧ dφ y = 0 := by
  -- the pressure is zero, which fixes the square of the field in terms of the potential
  have hfield : ∀ x ∈ Icc a b, dφ x ^ 2 = (Real.cosh (φ x) - 1) * (2 * k ^ 2) := by
    intro x hx
    have hP := excessPressure_const hk h hx hz
    simp only [excessPressure, h0, h1, Real.cosh_zero] at hP
    rw [← div_eq_iff (by positivity)]
    norm_num at hP
    linarith
  let v : ℝ → ℝ := fun x => (Real.cosh (φ x) - 1) / (Real.cosh (φ x) + 1)
  let v' : ℝ → ℝ := fun x => 2 * (Real.sinh (φ x) * dφ x) / (Real.cosh (φ x) + 1) ^ 2
  have hv : ∀ x ∈ Icc a b, HasDerivWithinAt v (v' x) (Icc a b) x := by
    intro x hx
    have hc := (h.slope x hx).cosh
    have hne : Real.cosh (φ x) + 1 ≠ 0 := by linarith [Real.one_le_cosh (φ x)]
    exact ((hc.sub_const 1).fun_div (hc.add_const 1) hne).congr_deriv
      (by simp only [v']; ring)
  -- the rate of change of `v` is at most `2k v` in absolute value
  have hb : ∀ x ∈ Icc a b, |v' x| ≤ 2 * k * v x := by
    intro x hx
    have hc := Real.one_le_cosh (φ x)
    have hs := Real.cosh_sq (φ x)
    have hD : 0 < (Real.cosh (φ x) + 1) ^ 2 := by positivity
    have hp : dφ x ^ 2 ≤ k ^ 2 * Real.sinh (φ x) ^ 2 := by
      rw [hfield x hx]
      nlinarith [mul_nonneg (sq_nonneg k) (sq_nonneg (Real.cosh (φ x) - 1))]
    have hsp : |Real.sinh (φ x) * dφ x| ≤ k * Real.sinh (φ x) ^ 2 := by
      apply abs_le_of_sq_le_sq _ (by positivity)
      nlinarith [mul_le_mul_of_nonneg_left hp (sq_nonneg (Real.sinh (φ x)))]
    have hvx : v x = Real.sinh (φ x) ^ 2 / (Real.cosh (φ x) + 1) ^ 2 := by
      simp only [v]
      rw [div_eq_div_iff (by linarith) hD.ne']
      linear_combination (Real.cosh (φ x) + 1) * hs
    rw [hvx, ← mul_div_assoc]
    simp only [v']
    rw [abs_div, abs_of_pos hD]
    apply div_le_div_of_nonneg_right _ hD.le
    rw [abs_mul, abs_two]
    linarith
  have hvz : v z = 0 := by simp [v, h0]
  have hvy : v y ≤ 0 := by
    by_contra hn
    have hpos : 0 < v y := not_le.1 hn
    rcases le_total z y with hzy | hyz
    · have hm := monotoneOn_mul_exp (c := -(2 * k)) (fun x hx => (hv x hx).fun_neg)
        (fun x hx => by linarith [le_abs_self (v' x), hb x hx]) hz hy hzy
      simp only [hvz, neg_zero, zero_mul] at hm
      linarith [mul_pos hpos (Real.exp_pos (-(2 * k) * y))]
    · have hm := monotoneOn_mul_exp (c := 2 * k) hv
        (fun x hx => by linarith [neg_abs_le (v' x), hb x hx]) hy hz hyz
      simp only [hvz, zero_mul] at hm
      linarith [mul_pos hpos (Real.exp_pos (2 * k * y))]
  have hy0 : φ y = 0 := by
    by_contra hne
    have hc := Real.one_lt_cosh.2 hne
    have : 0 < v y := div_pos (by linarith) (by linarith)
    linarith
  refine ⟨hy0, ?_⟩
  have hf := hfield y hy
  rw [hy0, Real.cosh_zero, sub_self, zero_mul] at hf
  exact pow_eq_zero_iff (two_ne_zero) |>.1 hf

/-- For `a ≤ b`, a function that is continuous on the gap and has values of opposite sign at the two
plates vanishes somewhere in the gap. -/
theorem exists_zero_in_gap {f : ℝ → ℝ} (hab : a ≤ b) (hf : ContinuousOn f (Icc a b))
    (hs : f a * f b < 0) : ∃ z ∈ Icc a b, f z = 0 := by
  rcases mul_neg_iff.1 hs with ⟨h1, h2⟩ | ⟨h1, h2⟩
  · exact intermediate_value_Icc' hab hf ⟨h2.le, h1.le⟩
  · exact intermediate_value_Icc hab hf ⟨h1.le, h2.le⟩

/-- For `k > 0`, if the slopes of a Poisson-Boltzmann solution at the two plates have opposite
signs, the excess pressure is positive. With no field behind the plates, this is the case of surface
charges of like sign, equal or not. -/
theorem like_charges_repel (hk : 0 < k) (h : IsSolution k a b φ dφ)
    (hs : dφ a * dφ b < 0) {x : ℝ} (hx : x ∈ Icc a b) :
    0 < excessPressure k φ dφ x := by
  have hab : a ≤ b := hx.1.trans hx.2
  obtain ⟨z, hz, h1⟩ := exists_zero_in_gap hab
    (fun y hy => (h.poisson y hy).continuousWithinAt) hs
  have hne : φ z ≠ 0 := by
    intro h0
    have ha := (trivial_of_common_zero hk h hz h0 h1 (left_mem_Icc.2 hab)).2
    simp [ha] at hs
  have hc := Real.one_lt_cosh.2 hne
  rw [excessPressure_const hk h hx hz, excessPressure, h1]
  norm_num
  exact hne

/-- Two separated plates held at the same nonzero potential repel: for `k > 0` the excess pressure
of a Poisson-Boltzmann solution is positive. -/
theorem equal_potentials_repel (hk : 0 < k) (hab : a < b) (h : IsSolution k a b φ dφ)
    (he : φ a = φ b) (hne : φ a ≠ 0) {x : ℝ} (hx : x ∈ Icc a b) :
    0 < excessPressure k φ dφ x := by
  -- Rolle's theorem gives a point of zero field
  obtain ⟨z, hz, h1⟩ := exists_hasDerivAt_eq_zero hab
    (fun y hy => (h.slope y hy).continuousWithinAt) he
    (fun y hy => (h.slope y (Ioo_subset_Icc_self hy)).hasDerivAt (Icc_mem_nhds hy.1 hy.2))
  have hz' := Ioo_subset_Icc_self hz
  have hnz : φ z ≠ 0 := fun h0 =>
    hne (trivial_of_common_zero hk h hz' h0 h1 (left_mem_Icc.2 hab.le)).1
  have hc := Real.one_lt_cosh.2 hnz
  rw [excessPressure_const hk h hx hz', excessPressure, h1]
  norm_num
  exact hnz

/-- Plates at potentials of opposite sign, antisymmetric or not, attract: for `k > 0` the excess
pressure of a Poisson-Boltzmann solution is negative. -/
theorem opposite_potentials_attract (hk : 0 < k) (h : IsSolution k a b φ dφ)
    (hs : φ a * φ b < 0) {x : ℝ} (hx : x ∈ Icc a b) :
    excessPressure k φ dφ x < 0 := by
  have hab : a ≤ b := hx.1.trans hx.2
  obtain ⟨z, hz, h0⟩ := exists_zero_in_gap hab
    (fun y hy => (h.slope y hy).continuousWithinAt) hs
  have hne : dφ z ≠ 0 := by
    intro h1
    have ha := (trivial_of_common_zero hk h hz h0 h1 (left_mem_Icc.2 hab)).1
    simp [ha] at hs
  have hp : 0 < dφ z ^ 2 / (2 * k ^ 2) := by positivity
  rw [excessPressure_const hk h hx hz, excessPressure, h0, Real.cosh_zero]
  linarith

end PoissonBoltzmannPlates
```

```lean
#print axioms PoissonBoltzmannPlates.excessPressure_sign
#print axioms PoissonBoltzmannPlates.like_charges_repel
#print axioms PoissonBoltzmannPlates.equal_potentials_repel
#print axioms PoissonBoltzmannPlates.opposite_potentials_attract
```

```
'PoissonBoltzmannPlates.excessPressure_sign' depends on axioms: [propext, Classical.choice, Quot.sound]
'PoissonBoltzmannPlates.like_charges_repel' depends on axioms: [propext, Classical.choice, Quot.sound]
'PoissonBoltzmannPlates.equal_potentials_repel' depends on axioms: [propext, Classical.choice, Quot.sound]
'PoissonBoltzmannPlates.opposite_potentials_attract' depends on axioms: [propext, Classical.choice, Quot.sound]
```

## Lean hypotheses and physical plates

The potential `φ` and its slope `dφ` are real functions of a real variable; `dφ` is the function $\phi'$, not a differential. The comments call it the field, although the electric field has the opposite sign. `IsSolution k a b φ dφ` says that, at every point of the closed interval `Icc a b`, `φ` has derivative `dφ` and `dφ` has derivative $k^2\sinh\phi$. Derivatives are taken within the interval, so they are one-sided at the plates and nothing is assumed about the potential behind them.

`excessPressure` is the dimensionless $P$ as a function of position. Its uniformity is therefore a theorem, `excessPressure_const`, and not part of the definition. `excessPressure_sign` contains the two weak inequalities, each valid at every `x` in the gap. The theorem `like_charges_repel` expresses like charges as `dφ a * dφ b < 0`; if one plate is uncharged, the first weak inequality still gives $P\ge0$. `opposite_potentials_attract` assumes `φ a * φ b < 0`, with no antisymmetry.

`equal_potentials_repel` assumes `a < b`. If the plates coincided, derivatives within a single point would place no restriction on `dφ`, and $P$ could be negative.

Equality of the two potentials also matters: a common sign is not enough. Take $\phi(a)=1$ and $\phi'(a)=2k$, and continue the solution over a short gap. The potential rises, so both plates are at positive potential, yet $P=\cosh 1-1-2\approx-1.46$. These plates attract.

## How the lemmas carry the argument

`hasDerivWithinAt_excessPressure` applies the chain rule; its step `h3` cancels the factor $2k^2$, so that the osmotic and field contributions subtract to zero. `excessPressure_const` uses the mean value inequality with derivative bound zero. For `excessPressure_sign`, the pressure at `x` is rewritten as the pressure at the special point `z`, where one term has a known sign and the other drops out.

`monotoneOn_mul_exp` is the integrating-factor step: if $f'+cf\ge0$, then $f(x)e^{cx}$ is nondecreasing. `trivial_of_common_zero` applies it to $-v$ with $c=-2k$ to the right of `z`, and to $v$ with $c=2k$ to the left. Within that proof, `hfield` is the zero-pressure relation, `hp` is the bound on $\phi'^2$, and `hb` is the estimate $|v'|\le2kv$.

`exists_zero_in_gap` applies the intermediate value theorem for either order of signs. The two theorems with opposite-sign data use it, while `equal_potentials_repel` uses Rolle's theorem. All three then exclude a common zero through `trivial_of_common_zero` and evaluate the pressure at the point found.

## From a signed number to a force

The theorems concern a given exact solution; they assert neither that one exists for chosen plate data nor how closely a discretised potential keeps $P$ uniform. The equation itself is assumed, and with it point ions of equal and opposite valence, uniform permittivity, planar geometry and no ion correlations.

The step from the Lean model to real plates is the identification of $2n_0k_BT\,P$ with the net force per unit area. It rests on adding the osmotic pressure to the Maxwell stress, with the same reservoir acting on the outer faces. Dispersion, solvation and other nonelectrostatic forces would be added separately, and they can change the sign of the total.
